# Sampling the $k_x$ axis at spacing $h$ overestimates the Rashba energy minimum by at most $h^2/(8m)$

The energy found by a momentum grid is taken here to be the least of all real eigenvalues of the Rashba matrix at the points $(nh, 0)$, where $h>0$ is the spacing and $n$ runs over every integer. Units are chosen so that $\hbar=1$, and the effective mass $m$ and the spin-orbit coupling $a$ are positive. Each eigenvalue is defined through an eigenvector, so the formula for the two spin branches is derived and not put in by hand.

In Lean 4 with Mathlib:

```lean
import Mathlib

open Matrix

namespace RashbaSampling

noncomputable section

/-- The Pauli matrix `σ_x`. -/
def pauliX : Matrix (Fin 2) (Fin 2) ℂ := !![0, 1; 1, 0]

/-- The Pauli matrix `σ_y`. -/
def pauliY : Matrix (Fin 2) (Fin 2) ℂ := !![0, -Complex.I; Complex.I, 0]

/-- The Rashba matrix `(kx² + ky²)/(2m) + a (kx σ_y - ky σ_x)`, for mass `m ≠ 0`. -/
def rashba (m a kx ky : ℝ) : Matrix (Fin 2) (Fin 2) ℂ :=
  (((kx ^ 2 + ky ^ 2) / (2 * m) : ℝ) : ℂ) • (1 : Matrix (Fin 2) (Fin 2) ℂ)
    + (a : ℂ) • ((kx : ℂ) • pauliY - (ky : ℂ) • pauliX)

/-- `E` is an energy level at momentum `(kx, ky)`: the Rashba matrix (with `m ≠ 0`) has a
nonzero eigenvector with real eigenvalue `E`. -/
def IsLevel (m a kx ky E : ℝ) : Prop :=
  ∃ v : Fin 2 → ℂ, v ≠ 0 ∧ rashba m a kx ky *ᵥ v = (E : ℂ) • v

/-- All energy levels found on the momentum grid `kx = n h`, `ky = 0`, with `n` any integer
and `m ≠ 0`. -/
def sampledLevels (m a h : ℝ) : Set ℝ :=
  {E | ∃ n : ℤ, IsLevel m a (n * h) 0 E}

variable {m a h : ℝ}

/-- Secular equation: `E` is a level at `k` exactly when `(E - k²/(2m))² = a² k²`. -/
theorem level_iff {kx ky E : ℝ} :
    IsLevel m a kx ky E ↔
      (E - (kx ^ 2 + ky ^ 2) / (2 * m)) ^ 2 = a ^ 2 * (kx ^ 2 + ky ^ 2) := by
  have hdet : (rashba m a kx ky - (E : ℂ) • (1 : Matrix (Fin 2) (Fin 2) ℂ)).det
      = (((E - (kx ^ 2 + ky ^ 2) / (2 * m)) ^ 2 - a ^ 2 * (kx ^ 2 + ky ^ 2) : ℝ) : ℂ) := by
    rw [Matrix.det_fin_two]
    simp [rashba, pauliX, pauliY]
    linear_combination (a : ℂ) ^ 2 * (kx : ℂ) ^ 2 * Complex.I_sq
  have hker : ∀ v : Fin 2 → ℂ,
      (rashba m a kx ky - (E : ℂ) • (1 : Matrix (Fin 2) (Fin 2) ℂ)) *ᵥ v
        = rashba m a kx ky *ᵥ v - (E : ℂ) • v := by
    intro v
    rw [Matrix.sub_mulVec, Matrix.smul_mulVec, Matrix.one_mulVec]
  -- an eigenvector exists exactly when the secular determinant vanishes
  have hex := Matrix.exists_mulVec_eq_zero_iff
    (M := rashba m a kx ky - (E : ℂ) • (1 : Matrix (Fin 2) (Fin 2) ℂ))
  simp only [hker, sub_eq_zero] at hex
  rw [IsLevel, hex, hdet, Complex.ofReal_eq_zero, sub_eq_zero]

/-- Completing the square in `r²/(2m) - a r`, for `m ≠ 0` and real `a`, `r` of either sign. -/
theorem complete_square (hm : m ≠ 0) (r : ℝ) :
    (r - m * a) ^ 2 / (2 * m) - m * a ^ 2 / 2 = r ^ 2 / (2 * m) - a * r := by
  field_simp
  ring

/-- For `m, a > 0`, every level at momentum `k` lies at or above
`(|k| - m a)²/(2m) - m a²/2`. -/
theorem level_ge (hm : 0 < m) (ha : 0 < a) {kx ky E : ℝ} (hE : IsLevel m a kx ky E) :
    (√(kx ^ 2 + ky ^ 2) - m * a) ^ 2 / (2 * m) - m * a ^ 2 / 2 ≤ E := by
  rw [level_iff] at hE
  have hr := Real.sqrt_nonneg (kx ^ 2 + ky ^ 2)
  have hr2 := Real.sq_sqrt (show 0 ≤ kx ^ 2 + ky ^ 2 by positivity)
  generalize √(kx ^ 2 + ky ^ 2) = r at hr hr2 ⊢
  rw [← hr2] at hE
  have har : 0 ≤ a * r := mul_nonneg ha.le hr
  have hsq : (E - r ^ 2 / (2 * m)) ^ 2 = (a * r) ^ 2 := by rw [hE]; ring
  rw [complete_square hm.ne']
  rcases sq_eq_sq_iff_eq_or_eq_neg.mp hsq with h1 | h1 <;> linarith

/-- For `m ≠ 0`, the value `(k - m a)²/(2m) - m a²/2` is a level at momentum `(k, 0)`, for
either sign of `k`. -/
theorem axis_level (hm : m ≠ 0) (k : ℝ) :
    IsLevel m a k 0 ((k - m * a) ^ 2 / (2 * m) - m * a ^ 2 / 2) := by
  rw [complete_square hm, level_iff]
  ring

/-- The squared distance of a grid point from `c`, in units of the spacing `h ≠ 0`. -/
theorem offset_sq (hh : h ≠ 0) (z c : ℝ) :
    (z * h - c) ^ 2 = h ^ 2 * (c / h - z) ^ 2 := by
  have hc : c = c / h * h := (div_mul_cancel₀ c hh).symm
  calc (z * h - c) ^ 2 = (z * h - c / h * h) ^ 2 := by rw [← hc]
    _ = h ^ 2 * (c / h - z) ^ 2 := by ring

/-- Let `m, a, h > 0`. A grid of spacing `h` on the `kx` axis, displaced by any `s`, has a
level that exceeds no level at any real momentum by more than `h²/(8m)`. -/
theorem shifted_grid_error (hm : 0 < m) (ha : 0 < a) (hh : 0 < h) (s : ℝ) :
    ∃ n : ℤ, ∃ E : ℝ, IsLevel m a (s + n * h) 0 E ∧
      ∀ kx ky E' : ℝ, IsLevel m a kx ky E' → E ≤ E' + h ^ 2 / (8 * m) := by
  -- take the grid point nearest to `m a`
  refine ⟨round ((m * a - s) / h), _, axis_level hm.ne' _, fun kx ky E' hE' => ?_⟩
  have hge := level_ge hm ha hE'
  have hpos : 0 ≤ (√(kx ^ 2 + ky ^ 2) - m * a) ^ 2 / (2 * m) := by positivity
  have hx := abs_le.mp (abs_sub_round ((m * a - s) / h))
  have hoff := offset_sq hh.ne' (round ((m * a - s) / h) : ℝ) (m * a - s)
  generalize round ((m * a - s) / h) = n at hx hoff ⊢
  have ht : ((m * a - s) / h - n) ^ 2 ≤ 1 / 4 := by nlinarith [hx.1, hx.2]
  have hd : (s + n * h - m * a) ^ 2 ≤ h ^ 2 * (1 / 4) := by
    calc (s + n * h - m * a) ^ 2 = (n * h - (m * a - s)) ^ 2 := by ring
      _ = h ^ 2 * ((m * a - s) / h - n) ^ 2 := hoff
      _ ≤ h ^ 2 * (1 / 4) := mul_le_mul_of_nonneg_left ht (sq_nonneg h)
  have hq := div_le_div_of_nonneg_right hd (show 0 ≤ 2 * m by positivity)
  have he : h ^ 2 * (1 / 4) / (2 * m) = h ^ 2 / (8 * m) := by ring
  linarith

/-- For `m, a, h > 0`, the lowest sampled level is `(n h - m a)²/(2m) - m a²/2`, where `n` is
the integer nearest to `m a / h`. -/
theorem sampled_minimum (hm : 0 < m) (ha : 0 < a) (hh : 0 < h) :
    IsLeast (sampledLevels m a h)
      ((round (m * a / h) * h - m * a) ^ 2 / (2 * m) - m * a ^ 2 / 2) := by
  refine ⟨⟨round (m * a / h), axis_level hm.ne' _⟩, ?_⟩
  rintro E ⟨n, hn⟩
  have hge := level_ge hm ha hn
  have hs : √(((n : ℝ) * h) ^ 2 + 0 ^ 2) = ((|n| : ℤ) : ℝ) * h := by
    rw [show ((n : ℝ) * h) ^ 2 + 0 ^ 2 = ((n : ℝ) * h) ^ 2 by ring, Real.sqrt_sq_eq_abs,
      abs_mul, abs_of_pos hh, Int.cast_abs]
  rw [hs, offset_sq hh.ne'] at hge
  rw [offset_sq hh.ne']
  -- no integer is closer to `m a / h` than the rounded one
  have hnear := sq_le_sq.mpr (round_le (m * a / h) |n|)
  have hq := div_le_div_of_nonneg_right (mul_le_mul_of_nonneg_left hnear (sq_nonneg h))
    (show 0 ≤ 2 * m by positivity)
  linarith

/-- For `m, a, h > 0`, the lowest sampled level exceeds any level at any real momentum by at
most `h²/(8m)`. -/
theorem sampling_error (hm : 0 < m) (ha : 0 < a) (hh : 0 < h) {Eh : ℝ}
    (hEh : IsLeast (sampledLevels m a h) Eh) {kx ky E : ℝ} (hE : IsLevel m a kx ky E) :
    Eh - E ≤ h ^ 2 / (8 * m) := by
  obtain ⟨n, E₀, h₀, hb⟩ := shifted_grid_error hm ha hh 0
  rw [zero_add] at h₀
  have h1 : Eh ≤ E₀ := hEh.2 ⟨n, h₀⟩
  linarith [hb kx ky E hE]

/-- For `m, a, h > 0`, the lowest sampled level lies exactly `h²/(8m)` above some level at a
real momentum if and only if `m a` is a half-odd multiple of the spacing `h`. -/
theorem sampling_error_sharp (hm : 0 < m) (ha : 0 < a) (hh : 0 < h) {Eh : ℝ}
    (hEh : IsLeast (sampledLevels m a h) Eh) :
    (∃ kx ky E : ℝ, IsLevel m a kx ky E ∧ Eh - E = h ^ 2 / (8 * m)) ↔
      ∃ N : ℤ, m * a = (N + 1 / 2) * h := by
  have hval := hEh.unique (sampled_minimum hm ha hh)
  rw [offset_sq hh.ne'] at hval
  have hx := abs_le.mp (abs_sub_round (m * a / h))
  have hxe : m * a = m * a / h * h := (div_mul_cancel₀ _ hh.ne').symm
  generalize round (m * a / h) = r at hval hx
  obtain ⟨x, hxdef⟩ : ∃ x, x = m * a / h := ⟨_, rfl⟩
  rw [← hxdef] at hval hx hxe
  constructor
  · rintro ⟨kx, ky, E, hE, heq⟩
    have hge := level_ge hm ha hE
    have hpos : 0 ≤ (√(kx ^ 2 + ky ^ 2) - m * a) ^ 2 / (2 * m) := by positivity
    -- the rounding distance cannot be smaller than one half
    have h2 : 1 / 4 ≤ (x - r) ^ 2 := by
      by_contra hc
      have hlt := div_lt_div_of_pos_right
        (mul_lt_mul_of_pos_left (not_le.mp hc) (show 0 < h ^ 2 by positivity))
        (show 0 < 2 * m by positivity)
      have he : h ^ 2 * (1 / 4) / (2 * m) = h ^ 2 / (8 * m) := by ring
      linarith
    have h3 : (x - r - 1 / 2) * (x - r + 1 / 2) = 0 :=
      le_antisymm (by nlinarith [hx.1, hx.2]) (by nlinarith)
    rcases mul_eq_zero.mp h3 with h4 | h4
    · exact ⟨r, by linear_combination hxe + h * h4⟩
    · exact ⟨r - 1, by push_cast; linear_combination hxe + h * h4⟩
  · rintro ⟨N, hN⟩
    have hxN : x = N + 1 / 2 := mul_right_cancel₀ hh.ne' (hxe.symm.trans hN)
    have hlo : r ≤ N + 1 := by
      have : (r : ℝ) ≤ N + 1 := by linarith [hx.1]
      exact_mod_cast this
    have hhi : N ≤ r := by
      have : (N : ℝ) ≤ r := by linarith [hx.2]
      exact_mod_cast this
    have hsq : (x - r) ^ 2 = 1 / 4 := by
      rcases (show r = N ∨ r = N + 1 by omega) with h5 | h5 <;>
        rw [hxN, h5] <;> push_cast <;> ring
    -- compare with the level at `k = (m a, 0)`
    refine ⟨m * a, 0, _, axis_level hm.ne' (m * a), ?_⟩
    rw [hval, hsq]
    ring

end

end RashbaSampling
```

```lean
#print axioms RashbaSampling.sampled_minimum
#print axioms RashbaSampling.sampling_error
#print axioms RashbaSampling.sampling_error_sharp
```

```
'RashbaSampling.sampled_minimum' depends on axioms: [propext, Classical.choice, Quot.sound]
'RashbaSampling.sampling_error' depends on axioms: [propext, Classical.choice, Quot.sound]
'RashbaSampling.sampling_error_sharp' depends on axioms: [propext, Classical.choice, Quot.sound]
```

## Levels, grids and the four statements about them

The matrix `rashba m a kx ky` is

$$H(k_x,k_y)=\frac{k_x^2+k_y^2}{2m}\,\mathbb 1+a\,(k_x\sigma_y-k_y\sigma_x),$$

in units with $\hbar=1$. Here $m$ is the effective mass, and $a$ is the strength of the Rashba spin-orbit coupling, which can appear when the two sides of a two-dimensional electron layer are inequivalent. Both are parameters of the model; neither is derived from the Dirac equation. The product $ma$ is a momentum.

`IsLevel m a kx ky E` says that $H$ has a nonzero vector $v$ with $Hv=Ev$ and $E$ real. The vector need not be normalised, since scaling it leaves $E$ unchanged. Requiring $E$ to be real loses nothing, because $H$ is Hermitian. `sampledLevels m a h` collects the levels of both branches at all grid points.

For $m,a,h>0$ the main theorems say the following.

- `sampled_minimum`: the sampled levels have a least element, $(\mathrm{round}(x)\,h-ma)^2/(2m)-ma^2/2$ with $x=ma/h$.
- `sampling_error`: this least element, called `Eh`, exceeds any level at any real momentum by at most $h^2/(8m)$.
- `sampling_error_sharp`: the difference equals $h^2/(8m)$ for some level exactly when $ma=(N+\tfrac12)h$ for an integer $N$.
- `shifted_grid_error`: a grid $s+nh$ on the axis, displaced by any real $s$, also has a level within $h^2/(8m)$ of every level below it.

The comparison runs over levels at all real $(k_x,k_y)$, so the continuum minimum needs no name in these statements. Its value, $-ma^2/2$, follows from `level_ge` together with `axis_level` at $k=ma$.

For band-structure sampling this gives an error bound that is quadratic in the spacing, within a non-interacting, isotropic, parabolic model and for an unbounded line of grid points. A finite part of this grid obeys the same bound if it contains a grid point $(nh,0)$ nearest to $(ma,0)$. The condition $a>0$ fixes which branch is the lower one; the levels themselves depend only on $a^2$.

## From the determinant to the ring of minima

The off-diagonal entries of $H$ are $a(-ik_x-k_y)$ and $a(ik_x-k_y)$, and their product is $a^2(k_x^2+k_y^2)$. Both diagonal entries are $(k_x^2+k_y^2)/(2m)$. With $r=\sqrt{k_x^2+k_y^2}$, the condition $\det(H-E)=0$ therefore reads

$$\Big(E-\frac{r^2}{2m}\Big)^2=a^2r^2 .$$

This is `level_iff`. In the proof, `hdet` computes the determinant, using $i^2=-1$ through `Complex.I_sq`, and `Matrix.exists_mulVec_eq_zero_iff` supplies the equivalence between a vanishing determinant and a nonzero eigenvector.

Taking the root gives $E=r^2/(2m)\pm ar$. The lower branch is a completed square,

$$\frac{r^2}{2m}-ar=\frac{(r-ma)^2}{2m}-\frac{ma^2}{2},$$

which is `complete_square`. Since $ar\ge 0$, the upper branch lies no lower, and so every level at momentum $(k_x,k_y)$ is at least the right-hand side. This is `level_ge`; its proof splits the squared equation into the two signs and closes each case by linear arithmetic. The bound is smallest at $r=ma$, where it equals $-ma^2/2$. The secular equation confirms that this value is a level at every point of that circle, so the minima form a ring of radius $ma$.

On the axis the signed momentum $k$ can replace $r$. The number $(k-ma)^2/(2m)-ma^2/2=k^2/(2m)-ak$ satisfies the secular equation for either sign of $k$: it is the lower branch for $k\ge0$ and the upper one for $k<0$. This is `axis_level`.

## Rounding to the nearest grid point

Let $\delta=x-\mathrm{round}(x)$, so that $|\delta|\le\tfrac12$. The grid point $\mathrm{round}(x)\,h$ misses $ma$ by $h|\delta|$, and by `axis_level` it carries the level

$$E_h=-\frac{ma^2}{2}+\frac{h^2\delta^2}{2m}\le-\frac{ma^2}{2}+\frac{h^2}{8m}.$$

The lemma `offset_sq` does the conversion from distance to units of $h$.

For a displaced grid the same estimate applies with $(ma-s)/h$ in place of $x$. That is how `shifted_grid_error` is proved: `abs_sub_round` bounds the rounding distance by one half, `nlinarith` squares the bound, and `level_ge` places every other level at or above $-ma^2/2$. The theorem `sampling_error` is the case $s=0$, combined with the fact that a least element lies at or below any other sampled level.

To see that $E_h$ is the lowest sampled level, take any level at $(nh,0)$. Here $r=|n|h$, so `level_ge` bounds the level below by

$$\frac{(|n|h-ma)^2}{2m}-\frac{ma^2}{2}=\frac{h^2(x-|n|)^2}{2m}-\frac{ma^2}{2}.$$

Since $|n|$ is itself an integer, it is no closer to $x$ than $\mathrm{round}(x)$ is, and the bound is at least $E_h$. In `sampled_minimum` this comparison is `round_le` applied to `|n|`. The absolute value takes care of grid points on the negative side, whose lower branch equals that of their mirror images.

## When the bound is reached

Suppose $E_h-E=h^2/(8m)$ for some level $E$. Because $E\ge-ma^2/2$, the difference is at most $h^2\delta^2/(2m)$, and hence $\delta^2\ge\tfrac14$. Rounding gives $\delta^2\le\tfrac14$, so $(\delta-\tfrac12)(\delta+\tfrac12)=0$ and $ma$ is a half-odd multiple of $h$. The proof of `sampling_error_sharp` obtains the first inequality by contradiction and then treats the two factors separately, with $N$ equal to the rounded integer or to one less.

Conversely, let $ma=(N+\tfrac12)h$. The rounded integer is then $N$ or $N+1$, and $\delta^2=\tfrac14$ in both cases. The level $-ma^2/2$ at $(ma,0)$ lies exactly $h^2/(8m)$ below $E_h$.

## A grid too coarse to see the ring

If $ma<h/2$, the nearest integer to $x$ is $0$ and the lowest sampled level is $E_h=0$, found at $k=0$. The grid then misses the energy lowering altogether, and the error is the full depth $ma^2/2$, which is still below $h^2/(8m)$. At $ma=h/2$ the points $k=0$ and $k=h$ both give energy $0$, and the depth $ma^2/2$ equals $h^2/(8m)$. This is the smallest spin-orbit momentum at which the bound is reached.
